# The Van Vleck Sign: Linear Field Coupling Cannot Curve a Nondegenerate Ground-State Energy Upward at Zero Field

A molecule with a nondegenerate ground state sits in a weak magnetic field $b$. The field mixes excited states into the ground state and induces a magnetic moment. Does this moment point along the field or against it?

Write the Hamiltonian as $H+bM$, where $-M$ is the moment operator along the field, and let $\varepsilon(b)$ be the energy. The moment is $-\varepsilon'(b)$ and the zero-field susceptibility is $-\varepsilon''(0)$, up to unit factors. For finitely many states and a nondegenerate ground state that varies differentiably with $b$, this contribution is never negative. The diamagnetic term, quadratic in $b$, is left out, so the sign of the total susceptibility remains open.

## A state that follows the field

```lean
import Mathlib

open Filter Topology
open scoped InnerProductSpace

namespace VanVleckSign

noncomputable section

variable {V : Type*} [NormedAddCommGroup V] [InnerProductSpace ℂ V]
```

`V` is the complex space of states. Its inner product $\langle x,y\rangle$ is antilinear in the first slot, as in Dirac notation.

```lean
/-- An operator is Hermitian if it can be moved from one side of the inner product to the other. -/
def Hermitian (T : V →L[ℂ] V) : Prop := ∀ x y, ⟪T x, y⟫_ℂ = ⟪x, T y⟫_ℂ
```

`V →L[ℂ] V` is the type of continuous linear operators. `Hermitian T` says $\langle Tx,y\rangle=\langle x,Ty\rangle$ for all $x,y$.

```lean
/-- The real part of `⟨v, T v⟩`, the expectation value of a Hermitian `T` in a unit vector `v`. -/
def expect (T : V →L[ℂ] V) (v : V) : ℝ := (⟪v, T v⟫_ℂ).re
```

This is $\langle T\rangle_v=\mathrm{Re}\,\langle v,Tv\rangle$. For Hermitian $T$ the inner product is already real; taking the real part makes the result a real number for Lean too.

```lean
/-- For all fields `b` near `b₀`, `ψ b` is a differentiable, normalized eigenvector of `H + b M`
with energy `ε b`. -/
def Eigenbranch (H M : V →L[ℂ] V) (ε : ℝ → ℝ) (ψ : ℝ → V) (b₀ : ℝ) : Prop :=
  ∀ᶠ b in 𝓝 b₀, DifferentiableAt ℝ ψ b ∧ ‖ψ b‖ = 1 ∧
    H (ψ b) + (b : ℂ) • M (ψ b) = (ε b : ℂ) • ψ b
```

`∀ᶠ b in 𝓝 b₀` means "for all $b$ in some neighbourhood of $b_0$". There $\psi(b)$ is differentiable, normalized and satisfies
$$(H+bM)\psi(b)=\varepsilon(b)\psi(b).$$
Physically, the state follows the field without jumping between levels. Such a branch is assumed, not constructed; differentiability of $\varepsilon$ will be derived.

```lean
/-- The sum over states `∑ |M_ng|² / (E_n - E_g)` over all `n ≠ g`, for a level `E_g` that differs
from all other `E_n`. -/
def vanVleckSum {ι : Type*} [Fintype ι] [DecidableEq ι] (M : V →L[ℂ] V)
    (e : OrthonormalBasis ι ℂ V) (E : ι → ℝ) (g : ι) : ℝ :=
  ∑ n ∈ Finset.univ.erase g, ‖⟪e n, M (e g)⟫_ℂ‖ ^ 2 / (E n - E g)
```

With $M_{ng}=\langle e_n,Me_g\rangle$, this is
$$S=\sum_{n\neq g}\frac{|M_{ng}|^2}{E_n-E_g}.$$
`Finset.univ.erase g` is the set of all labels except $g$.

## First-order response of energy and state

```lean
/-- A fixed operator acts on the derivative of a path of states. -/
lemma hasDerivAt_apply (T : V →L[ℂ] V) {ψ : ℝ → V} {φ : V} {b : ℝ} (h : HasDerivAt ψ φ b) :
    HasDerivAt (fun t => T (ψ t)) (T φ) b :=
  (T.restrictScalars ℝ).hasFDerivAt.comp_hasDerivAt b h
```

`HasDerivAt f f' b` says that $f$ has derivative $f'$ at $b$. Here a fixed operator passes through the derivative: $(T\psi)'=T\psi'$.

```lean
/-- Along a path of states with velocity `φ`, the expectation value of a Hermitian `T` changes at
the rate `2 Re ⟨φ, T ψ⟩`. -/
lemma hasDerivAt_expect {T : V →L[ℂ] V} (hT : Hermitian T) {ψ : ℝ → V} {φ : V} {b : ℝ}
    (h : HasDerivAt ψ φ b) :
    HasDerivAt (fun t => expect T (ψ t)) (2 * (⟪φ, T (ψ b)⟫_ℂ).re) b := by
  have h1 := HasDerivAt.inner ℂ h (hasDerivAt_apply T h)
  have h2 : HasDerivAt (fun t => expect T (ψ t))
      (⟪ψ b, T φ⟫_ℂ + ⟪φ, T (ψ b)⟫_ℂ).re b :=
    Complex.reCLM.hasFDerivAt.comp_hasDerivAt b h1
  refine h2.congr_deriv ?_
  have h3 : (⟪ψ b, T φ⟫_ℂ).re = (⟪φ, T (ψ b)⟫_ℂ).re := by
    rw [← hT (ψ b) φ, ← inner_conj_symm (T (ψ b)) φ, Complex.conj_re]
  rw [Complex.add_re, h3]
  ring
```

The product rule gives $\langle\psi',T\psi\rangle+\langle\psi,T\psi'\rangle$. Hermiticity makes the second term the conjugate of the first, so the sum is $2\,\mathrm{Re}\,\langle\psi',T\psi\rangle$.

```lean
/-- The velocity of a normalized eigenvector has no real overlap with the eigenvector. -/
lemma re_inner_deriv {H M : V →L[ℂ] V} {ε : ℝ → ℝ} {ψ : ℝ → V} {b : ℝ}
    (h : Eigenbranch H M ε ψ b) : (⟪deriv ψ b, ψ b⟫_ℂ).re = 0 := by
  have hd := (Filter.Eventually.self_of_nhds h).1.hasDerivAt
  have h1 := hasDerivAt_expect (T := ContinuousLinearMap.id ℂ V) (fun _ _ => rfl) hd
  have h2 : HasDerivAt (fun t => expect (ContinuousLinearMap.id ℂ V) (ψ t)) 0 b := by
    refine (hasDerivAt_const b (1 : ℝ)).congr_of_eventuallyEq (Filter.Eventually.mono h ?_)
    intro t ht
    simp [expect, inner_self_eq_norm_sq_to_K, ht.2.1]
  have h3 : 2 * (⟪deriv ψ b, ψ b⟫_ℂ).re = 0 := h1.unique h2
  linarith
```

Take $T$ to be the identity. Since $\langle\psi,\psi\rangle=1$ is constant, $\mathrm{Re}\,\langle\psi',\psi\rangle=0$. The imaginary part stays free, because the phase of $\psi$ may vary with $b$.

```lean
/-- The energy of a normalized eigenvector of `H + t M` is `⟨H⟩ + t ⟨M⟩`. -/
lemma energy_eq {H M : V →L[ℂ] V} {v : V} {t x : ℝ} (hv : ‖v‖ = 1)
    (h : H v + (t : ℂ) • M v = (x : ℂ) • v) : x = expect H v + t * expect M v := by
  have h1 := congrArg (fun w => (⟪v, w⟫_ℂ).re) h
  have h2 : ⟪v, v⟫_ℂ = 1 := by simp [inner_self_eq_norm_sq_to_K, hv]
  simp only [inner_add_right, inner_smul_right, Complex.add_re, Complex.re_ofReal_mul, h2,
    mul_one] at h1
  exact h1.symm
```

Projecting the eigenvalue equation on the normalized eigenvector gives $x=\langle H\rangle_v+t\langle M\rangle_v$.

```lean
/-- Hellmann–Feynman theorem: the slope of the energy in the field is the expectation value
of `M`. -/
theorem hellmann_feynman {H M : V →L[ℂ] V} (hH : Hermitian H) (hM : Hermitian M)
    {ε : ℝ → ℝ} {ψ : ℝ → V} {b : ℝ} (h : Eigenbranch H M ε ψ b) :
    HasDerivAt ε (expect M (ψ b)) b := by
  obtain ⟨hd, -, heig⟩ := Filter.Eventually.self_of_nhds h
  have h0 := re_inner_deriv h
  have h1 := (hasDerivAt_expect hH hd.hasDerivAt).fun_add
    ((hasDerivAt_id' b).fun_mul (hasDerivAt_expect hM hd.hasDerivAt))
  have h2 := h1.congr_of_eventuallyEq
    (Filter.Eventually.mono h fun t ht => energy_eq ht.2.1 ht.2.2)
  refine h2.congr_deriv ?_
  -- the response of the state drops out by the eigenvalue equation and normalization
  have h3 := congrArg (fun w => (⟪deriv ψ b, w⟫_ℂ).re) heig
  simp only [inner_add_right, inner_smul_right, Complex.add_re, Complex.re_ofReal_mul, h0,
    mul_zero] at h3
  linarith
```

Near $b$ we therefore have $\varepsilon=\langle H\rangle_\psi+b\langle M\rangle_\psi$. The right side is differentiable, hence so is $\varepsilon$, and
$$\varepsilon'=\langle M\rangle_\psi+2\,\mathrm{Re}\,\langle\psi',(H+bM)\psi\rangle=\langle M\rangle_\psi+2\varepsilon\,\mathrm{Re}\,\langle\psi',\psi\rangle=\langle M\rangle_\psi.$$
In the proof, `congr_of_eventuallyEq` carries the derivative over to $\varepsilon$, and `h3` is the projected eigenvalue equation that removes the response of the state.

```lean
/-- First-order response at zero field: for an eigenvector `u` of `H` with energy `F ≠ ε 0`, the
overlap `⟨u, ψ'⟩` with the derivative of the state is `-⟨u, M ψ⟩ / (F - ε 0)`. -/
theorem first_order_admixture {H M : V →L[ℂ] V} (hH : Hermitian H) (hM : Hermitian M)
    {ε : ℝ → ℝ} {ψ : ℝ → V} (h : Eigenbranch H M ε ψ 0) {u : V} {F : ℝ}
    (hu : H u = (F : ℂ) • u) (hF : F ≠ ε 0) :
    ⟪u, deriv ψ 0⟫_ℂ = -⟪u, M (ψ 0)⟫_ℂ / ((F : ℂ) - (ε 0 : ℂ)) := by
  obtain ⟨hd, -, heig⟩ := Filter.Eventually.self_of_nhds h
  have hne : (F : ℂ) - (ε 0 : ℂ) ≠ 0 := sub_ne_zero.mpr (by exact_mod_cast hF)
  have hs : ∀ y, ⟪u, H y⟫_ℂ = (F : ℂ) * ⟪u, y⟫_ℂ := fun y => by
    rw [← hH u y, hu, inner_smul_left, Complex.conj_ofReal]
  -- eigenvectors with different energies are orthogonal
  have ho : ⟪u, ψ 0⟫_ℂ = 0 := by
    have h1 := congrArg (fun w => ⟪u, w⟫_ℂ) heig
    simp only [inner_add_right, inner_smul_right, hs, Complex.ofReal_zero, zero_mul,
      add_zero] at h1
    exact (mul_eq_zero.mp (by linear_combination h1 :
      ((F : ℂ) - (ε 0 : ℂ)) * ⟪u, ψ 0⟫_ℂ = 0)).resolve_left hne
  -- differentiate both sides of the eigenvalue equation at zero field
  have hL : HasDerivAt (fun t : ℝ => H (ψ t) + (t : ℂ) • M (ψ t))
      (H (deriv ψ 0) + (((0 : ℝ) : ℂ) • M (deriv ψ 0) + ((1 : ℝ) : ℂ) • M (ψ 0))) 0 :=
    (hasDerivAt_apply H hd.hasDerivAt).add
      ((hasDerivAt_id' (0 : ℝ)).ofReal_comp.smul (hasDerivAt_apply M hd.hasDerivAt))
  have hR : HasDerivAt (fun t : ℝ => (ε t : ℂ) • ψ t)
      ((ε 0 : ℂ) • deriv ψ 0 + ((expect M (ψ 0) : ℝ) : ℂ) • ψ 0) 0 :=
    (hellmann_feynman hH hM h).ofReal_comp.smul hd.hasDerivAt
  have h2 := congrArg (fun w => ⟪u, w⟫_ℂ)
    (hL.unique (hR.congr_of_eventuallyEq (Filter.Eventually.mono h fun t ht => ht.2.2)))
  simp only [inner_add_right, inner_smul_right, hs, ho, Complex.ofReal_zero, Complex.ofReal_one,
    zero_mul, one_mul, mul_zero, zero_add, add_zero] at h2
  rw [eq_div_iff hne]
  linear_combination h2
```

Let $Hu=Fu$ with $F\neq\varepsilon(0)$. Projecting the zero-field equation on $u$ gives $(F-\varepsilon(0))\langle u,\psi(0)\rangle=0$, so $u$ is orthogonal to $\psi(0)$; this is `ho`. Differentiating the eigenvalue equation at $b=0$ gives
$$H\psi'+M\psi=\varepsilon(0)\psi'+\varepsilon'(0)\psi.$$
Its two sides are `hL` and `hR`, equated by uniqueness of the derivative. Projecting on $u$ removes the last term and leaves
$$\langle u,\psi'(0)\rangle=-\frac{\langle u,M\psi(0)\rangle}{F-\varepsilon(0)}.$$

## The curvature and when it vanishes

```lean
variable {ι : Type*} [Fintype ι] [DecidableEq ι]

/-- Above a nondegenerate ground state the sum over states vanishes exactly when the ground state
is an eigenvector of `M`. -/
theorem vanVleckSum_eq_zero_iff (M : V →L[ℂ] V) (e : OrthonormalBasis ι ℂ V) {E : ι → ℝ} {g : ι}
    (hgap : ∀ n, n ≠ g → E g < E n) :
    vanVleckSum M e E g = 0 ↔ ∃ μ : ℂ, M (e g) = μ • e g := by
  unfold vanVleckSum
  rw [Finset.sum_eq_zero_iff_of_nonneg (fun n hn =>
    div_nonneg (sq_nonneg _) (sub_pos.mpr (hgap n (Finset.ne_of_mem_erase hn))).le)]
  constructor
  · intro h
    refine ⟨⟪e g, M (e g)⟫_ℂ, ?_⟩
    have hs : ∑ n, ⟪e n, M (e g)⟫_ℂ • e n = ⟪e g, M (e g)⟫_ℂ • e g := by
      refine Finset.sum_eq_single g ?_ (fun hg => absurd (Finset.mem_univ g) hg)
      intro n _ hn
      have h1 := h n (Finset.mem_erase.mpr ⟨hn, Finset.mem_univ n⟩)
      have h2 := (div_eq_zero_iff.mp h1).resolve_right (sub_pos.mpr (hgap n hn)).ne'
      have h3 : ⟪e n, M (e g)⟫_ℂ = 0 := norm_eq_zero.mp (pow_eq_zero_iff two_ne_zero |>.mp h2)
      simp only [h3, zero_smul]
    exact (e.sum_repr' (M (e g))).symm.trans hs
  · rintro ⟨μ, hμ⟩ n hn
    rw [hμ, inner_smul_right, e.orthonormal.2 (Finset.ne_of_mem_erase hn)]
    simp
```

From here on the states have a finite orthonormal basis $e_n$. The hypothesis `hgap` says $E_g<E_n$ for every $n\neq g$, so each term of $S$ is nonnegative. If $S=0$, every $M_{ng}$ with $n\neq g$ vanishes, and
$$Me_g=\sum_n M_{ng}e_n=M_{gg}e_g.$$
Conversely, if $Me_g=\mu e_g$, orthogonality makes each of these $M_{ng}$ zero.

```lean
/-- Van Vleck sign: on the branch that starts at a nondegenerate ground state, the second
derivative of the energy at zero field is `-2 ∑ |M_ng|² / (E_n - E_g)`; it is never positive, and
it vanishes exactly when the ground state is an eigenvector of `M`. -/
theorem van_vleck_sign {H M : V →L[ℂ] V} (hH : Hermitian H) (hM : Hermitian M)
    (e : OrthonormalBasis ι ℂ V) {E : ι → ℝ} {g : ι} (he : ∀ n, H (e n) = (E n : ℂ) • e n)
    (hgap : ∀ n, n ≠ g → E g < E n) {ε : ℝ → ℝ} {ψ : ℝ → V}
    (h : Eigenbranch H M ε ψ 0) (hψ : ψ 0 = e g) :
    HasDerivAt (deriv ε) (-2 * vanVleckSum M e E g) 0 ∧ deriv (deriv ε) 0 ≤ 0 ∧
      (deriv (deriv ε) 0 = 0 ↔ ∃ μ : ℂ, M (e g) = μ • e g) := by
  obtain ⟨hd, hn, heig⟩ := Filter.Eventually.self_of_nhds h
  have hε : ε 0 = E g := by
    have h1 := energy_eq hn heig
    rw [hψ] at h1
    have h2 : ⟪e g, e g⟫_ℂ = 1 := by
      simp [inner_self_eq_norm_sq_to_K, e.orthonormal.1 g]
    simpa only [expect, he g, inner_smul_right, h2, mul_one, Complex.ofReal_re, zero_mul,
      add_zero] using h1
  -- differentiate the Hellmann–Feynman formula once more
  have hsec : HasDerivAt (deriv ε) (2 * (⟪deriv ψ 0, M (ψ 0)⟫_ℂ).re) 0 :=
    (hasDerivAt_expect hM hd.hasDerivAt).congr_of_eventuallyEq
      ((Filter.Eventually.eventually_nhds h).mono fun t ht => (hellmann_feynman hH hM ht).deriv)
  -- the ground-state term does not contribute
  have hg : (⟪deriv ψ 0, e g⟫_ℂ * ⟪e g, M (e g)⟫_ℂ).re = 0 := by
    have h1 := re_inner_deriv h
    rw [hψ] at h1
    have h2 : (⟪e g, M (e g)⟫_ℂ).im = 0 :=
      Complex.conj_eq_iff_im.mp (by rw [inner_conj_symm, hM (e g) (e g)])
    rw [Complex.mul_re, h1, h2]
    ring
  -- each excited state contributes its squared coupling over its excitation energy
  have hex : ∀ n ∈ Finset.univ.erase g, (⟪deriv ψ 0, e n⟫_ℂ * ⟪e n, M (e g)⟫_ℂ).re =
      -(‖⟪e n, M (e g)⟫_ℂ‖ ^ 2 / (E n - E g)) := by
    intro n hn
    have h1 := first_order_admixture hH hM h (he n)
      (by rw [hε]; exact (hgap n (Finset.ne_of_mem_erase hn)).ne')
    rw [hψ, hε] at h1
    have h2 : ⟪deriv ψ 0, e n⟫_ℂ * ⟪e n, M (e g)⟫_ℂ =
        ((-(‖⟪e n, M (e g)⟫_ℂ‖ ^ 2 / (E n - E g)) : ℝ) : ℂ) := by
      rw [← inner_conj_symm (deriv ψ 0) (e n), h1]
      simp only [map_div₀, map_neg, map_sub, Complex.conj_ofReal]
      push_cast
      rw [← Complex.conj_mul']
      ring
    rw [h2, Complex.ofReal_re]
  have hsum : (⟪deriv ψ 0, M (ψ 0)⟫_ℂ).re = -vanVleckSum M e E g := by
    rw [hψ, ← e.sum_inner_mul_inner, Complex.re_sum,
      ← Finset.add_sum_erase _ _ (Finset.mem_univ g), hg, zero_add, Finset.sum_congr rfl hex,
      Finset.sum_neg_distrib, vanVleckSum]
  have hmain : HasDerivAt (deriv ε) (-2 * vanVleckSum M e E g) 0 :=
    hsec.congr_deriv (by rw [hsum]; ring)
  have hpos : 0 ≤ vanVleckSum M e E g := Finset.sum_nonneg fun n hn =>
    div_nonneg (sq_nonneg _) (sub_pos.mpr (hgap n (Finset.ne_of_mem_erase hn))).le
  refine ⟨hmain, by rw [hmain.deriv]; linarith, ?_⟩
  rw [hmain.deriv, ← vanVleckSum_eq_zero_iff M e hgap]
  constructor <;> intro h0 <;> linarith
```

The hypotheses say that $H$ and $M$ are Hermitian, that $He_n=E_ne_n$ with $e_g$ the nondegenerate ground state, and that the branch starts at $\psi(0)=e_g$. The conclusion has three parts: $\varepsilon''(0)=-2S$, this is at most zero, and it is zero exactly when $e_g$ is an eigenvector of $M$.

First, $\varepsilon(0)=E_g$. Hellmann–Feynman holds throughout a neighbourhood of zero, so it can be differentiated again (`hsec`). Inserting the basis gives
$$\varepsilon''(0)=2\,\mathrm{Re}\,\langle\psi'(0),Me_g\rangle=2\,\mathrm{Re}\sum_n\langle\psi'(0),e_n\rangle M_{ng}.$$
For $n=g$, the first factor has zero real part and $M_{gg}$ is real, so nothing remains (`hg`). For $n\neq g$, the conjugated admixture is $-\overline{M_{ng}}/(E_n-E_g)$, and the term equals $-|M_{ng}|^2/(E_n-E_g)$ (`hex`). Adding these gives $-2S$; the sign and the zero condition follow from the previous theorem and its nonnegative terms.

For a configuration-interaction calculation with purely linear coupling, in a fixed finite set of configurations built from orbitals that do not depend on the field, a clearly positive curvature at a nondegenerate ground state therefore signals an error.

Applied to a nondegenerate highest level, the same argument meets only negative denominators, and the curvature is then nonnegative.

## Two levels in a transverse field

```lean
/-- The two-level operator with matrix rows `(-a, b)` and `(b, a)`. -/
def twoLevel (a b : ℝ) : EuclideanSpace ℂ (Fin 2) →L[ℂ] EuclideanSpace ℂ (Fin 2) :=
  LinearMap.toContinuousLinearMap
    { toFun := fun v => !₂[-(a : ℂ) * v 0 + b * v 1, b * v 0 + a * v 1]
      map_add' := fun v w => by ext i; fin_cases i <;> simp <;> ring
      map_smul' := fun c v => by ext i; fin_cases i <;> simp <;> ring }
```

This operator has the matrix $\begin{pmatrix}-a&b\\b&a\end{pmatrix}$. We take $H$ as `twoLevel 1 0`, with levels $-1$ and $1$, and $M$ as `twoLevel 0 1`, which couples them.

```lean
lemma twoLevel_apply (a b : ℝ) (v : EuclideanSpace ℂ (Fin 2)) :
    twoLevel a b v = !₂[-(a : ℂ) * v 0 + b * v 1, b * v 0 + a * v 1] := rfl
```

The lemma records how the matrix acts on a vector.

```lean
/-- The real superposition `c e₀ - s e₁` of the two levels. -/
def mix (c s : ℝ) : EuclideanSpace ℂ (Fin 2) :=
  (c : ℂ) • EuclideanSpace.basisFun (Fin 2) ℂ 0 - (s : ℂ) • EuclideanSpace.basisFun (Fin 2) ℂ 1
```

The state is $c\,e_0-s\,e_1$, normalized when $c^2+s^2=1$.

```lean
/-- A two-level system with levels `-1` and `1` in a transverse field `b`, with energy
`-√(1 + b²)` and a state rotated by half of `arctan b`, meets all hypotheses of the sign theorem. -/
theorem van_vleck_sign_witness :
    Hermitian (twoLevel 1 0) ∧ Hermitian (twoLevel 0 1) ∧
    (∀ n, twoLevel 1 0 (EuclideanSpace.basisFun (Fin 2) ℂ n) =
      (((![-1, 1] : Fin 2 → ℝ) n : ℝ) : ℂ) • EuclideanSpace.basisFun (Fin 2) ℂ n) ∧
    (∀ n, n ≠ 0 → (![-1, 1] : Fin 2 → ℝ) 0 < (![-1, 1] : Fin 2 → ℝ) n) ∧
    Eigenbranch (twoLevel 1 0) (twoLevel 0 1) (fun b => -√(1 + b ^ 2))
      (fun b => mix (Real.cos (Real.arctan b / 2)) (Real.sin (Real.arctan b / 2))) 0 ∧
    mix (Real.cos (Real.arctan 0 / 2)) (Real.sin (Real.arctan 0 / 2)) =
      EuclideanSpace.basisFun (Fin 2) ℂ 0 := by
  have hherm : ∀ a b : ℝ, Hermitian (twoLevel a b) := by
    intro a b x y
    simp only [twoLevel_apply, PiLp.inner_apply, Fin.sum_univ_two, RCLike.inner_apply]
    simp
    ring
  have hnorm : ∀ c s : ℝ, c ^ 2 + s ^ 2 = 1 → ‖mix c s‖ = 1 := by
    intro c s h
    rw [EuclideanSpace.norm_eq, Fin.sum_univ_two, Real.sqrt_eq_one]
    simpa [mix] using h
  have heig : ∀ c s x t : ℝ, c + t * s = x * c → t * c - s = x * s →
      twoLevel 1 0 (mix c s) + (t : ℂ) • twoLevel 0 1 (mix c s) = ((-x : ℝ) : ℂ) • mix c s := by
    intro c s x t h1 h2
    have h1c : (c : ℂ) + t * s = x * c := by exact_mod_cast h1
    have h2c : (t : ℂ) * c - s = x * s := by exact_mod_cast h2
    ext i
    fin_cases i
    · simp [twoLevel_apply, mix]
      linear_combination -h1c
    · simp [twoLevel_apply, mix]
      linear_combination h2c
  refine ⟨hherm 1 0, hherm 0 1, ?_, ?_, Filter.Eventually.of_forall fun t => ⟨?_, ?_, ?_⟩, ?_⟩
  · intro n
    ext i
    fin_cases n <;> fin_cases i <;> simp [twoLevel_apply]
  · intro n hn
    fin_cases n
    · exact absurd rfl hn
    · norm_num
  · have hθ := (Real.hasDerivAt_arctan t).div_const 2
    exact ((hθ.cos.ofReal_comp.smul_const (EuclideanSpace.basisFun (Fin 2) ℂ 0)).sub
      (hθ.sin.ofReal_comp.smul_const (EuclideanSpace.basisFun (Fin 2) ℂ 1))).differentiableAt
  · exact hnorm _ _ (Real.cos_sq_add_sin_sq _)
  · -- the half-angle identities turn into the two components of the eigenvalue equation
    have hx : √(1 + t ^ 2) ≠ 0 := (Real.sqrt_pos.mpr (by positivity)).ne'
    have hx1 : √(1 + t ^ 2) * Real.cos (Real.arctan t) = 1 := by
      rw [Real.cos_arctan, mul_one_div_cancel hx]
    have hx2 : √(1 + t ^ 2) * Real.sin (Real.arctan t) = t := by
      rw [Real.sin_arctan, mul_div_cancel₀ _ hx]
    have hc := Real.cos_sub (Real.arctan t) (Real.arctan t / 2)
    have hs := Real.sin_sub (Real.arctan t) (Real.arctan t / 2)
    rw [sub_half] at hc hs
    refine heig _ _ _ _ ?_ ?_
    · linear_combination -√(1 + t ^ 2) * hc - Real.cos (Real.arctan t / 2) * hx1
        - Real.sin (Real.arctan t / 2) * hx2
    · linear_combination -√(1 + t ^ 2) * hs - Real.cos (Real.arctan t / 2) * hx2
        + Real.sin (Real.arctan t / 2) * hx1
  · simp [mix]

end

end VanVleckSign
```

The theorem checks that one concrete system meets every hypothesis. Put $\theta=\arctan b$, $r=\sqrt{1+b^2}$, $c=\cos(\theta/2)$ and $s=\sin(\theta/2)$. For energy $-r$, the eigenvalue equation has the components
$$c+bs=rc,\qquad bc-s=rs.$$
Since $r\cos\theta=1$ and $r\sin\theta=b$, these are the subtraction formulas for $\cos(\theta-\theta/2)$ and $\sin(\theta-\theta/2)$, multiplied by $r$. At $b=0$ the state is $e_0$.

The numbers agree: $-\sqrt{1+b^2}=-1-b^2/2+\cdots$ has curvature $-1$, and the sum over states gives $-2\cdot 1^2/2=-1$.

```lean
#print axioms VanVleckSign.van_vleck_sign
-- 'VanVleckSign.van_vleck_sign' depends on axioms: [propext, Classical.choice, Quot.sound]
```
